# Dispersion Energy at Fixed Fragment Densities in a Finite Model

Two fragments with fixed densities $p$ and $q$ can lower their interaction energy by correlating. In a finite model whose kinetic cost is quadratic in the correlation, the least energy over all correlation amplitudes is

$$E_{\min}=E_0-2\sum_{ij}\frac{w_{ij}^2}{t_i+s_j}.$$

Here $E_0$ is the interaction energy of the uncorrelated densities, $w_{ij}$ is the coupling of mode $i$ on one fragment to mode $j$ on the other, and $t_i$, $s_j$ are the stiffnesses of these modes, with $t_i+s_j>0$ for every pair. They are defined so that a correlation amplitude $c_{ij}$, which changes the interaction energy by $c_{ij}w_{ij}$, has the kinetic cost $(t_i+s_j)c_{ij}^2/8$. Whenever some $w_{ij}$ is nonzero, the model thus shows an energy lowering of dispersion type in which neither density changes.

## Densities, modes and energy

Let $p$ and $q$ be real functions on finite sets of sites, each summing to one. The modes $b_i$ of the first fragment satisfy

$$\sum_x p\,b_i=0,\qquad \sum_x p\,b_ib_{i'}=\delta_{ii'},$$
$$\sum_{x,x'}k(x,x')\,[b_i(x)-b_i(x')][b_{i'}(x)-b_{i'}(x')]=t_i\,\delta_{ii'},$$

where $k$ assigns a weight to each ordered pair of sites. The modes $d_j$ of the second fragment satisfy the same relations with $q$, $l$ and $s_j$. For real amplitudes $c_{ij}$, define the correlation factor and the pair density

$$C(x,y)=\sum_{ij}c_{ij}b_i(x)d_j(y),\qquad P=p(x)q(y)\,(1+C).$$

With an interaction $V(x,y)$, set $E_0=\sum_{xy}pqV$ and $w_{ij}=\sum_{xy}pq\,b_id_jV$. The energy is

$$E(c)=\sum_{xy}PV+\tfrac18\Big[\sum_y q\sum_{x,x'}k\,\big(C(x,y)-C(x',y)\big)^2+\sum_x p\sum_{y,y'}l\,\big(C(x,y)-C(x,y')\big)^2\Big].$$

The last term, one eighth of the bracket, is postulated. It stands for the change that correlation makes in the kinetic energy $\frac18\int|\nabla P|^2/P$ of a real, nonnegative wavefunction with one electron on each fragment, in atomic units. At fixed marginals this change is $\frac18\int pq\,|\nabla C|^2$ to lowest order in $C$.

## Marginals and minimum by hand

Summing over the second fragment gives

$$\sum_yP=p(x)\Big[1+\sum_{ij}c_{ij}b_i(x)\sum_yq\,d_j\Big]=p(x),$$

and the other marginal follows in the same way.

For the first gradient term, fix $y$ and put $a_i(y)=\sum_jc_{ij}d_j(y)$. Then $C(x,y)-C(x',y)=\sum_ia_i(y)[b_i(x)-b_i(x')]$. The stiffness relation removes the cross terms, so the weighted sum of squares is $\sum_ia_i(y)^2t_i$. Orthonormality of the $d_j$ gives $\sum_yq\,a_i^2=\sum_jc_{ij}^2$, and the term equals $\sum_{ij}c_{ij}^2t_i$. The second term is $\sum_{ij}c_{ij}^2s_j$ by symmetry.

Exchanging the finite sums in the interaction energy gives $\sum_{xy}PV=E_0+\sum_{ij}c_{ij}w_{ij}$. Each pair of modes therefore contributes

$$c_{ij}w_{ij}+\frac{t_i+s_j}{8}c_{ij}^2=\frac{t_i+s_j}{8}\Big(c_{ij}+\frac{4w_{ij}}{t_i+s_j}\Big)^2-\frac{2w_{ij}^2}{t_i+s_j}.$$

Since $t_i+s_j>0$, the minimum lies at $c_{ij}=-4w_{ij}/(t_i+s_j)$ and nowhere else.

The minimisation does not require $P\ge0$. For nonnegative $p$ and $q$, however, a weak interaction ensures it at the minimum. Replacing $V$ by $gV$ multiplies the optimal amplitudes by $g$, so the correlation factor becomes $gK(x,y)$ with $K$ independent of $g$. With $M=\sum_{xy}|K|$, any $|g|\le1/(M+1)$ gives $|gK|\le1$, hence $1+gK\ge0$.

## The model in Lean

The types `X` and `Y` are the sites of the two fragments, and `I` and `J` label their modes.

```lean
import Mathlib

open Finset

namespace FixedDensityDispersion

noncomputable section

variable {X Y I J : Type*} [Fintype X] [Fintype Y] [Fintype I] [Fintype J]
```

The correlation factor $C$ is `corr`, and $P$ is `pairDensity`.

```lean
/-- The correlation factor `∑ c_ij b_i(x) d_j(y)` between two fragments. -/
def corr (b : I → X → ℝ) (d : J → Y → ℝ) (c : I → J → ℝ) (x : X) (y : Y) : ℝ :=
  ∑ i, ∑ j, c i j * b i x * d j y

/-- The pair density `p(x) q(y) (1 + C(x, y))`, where `C` is the correlation factor `corr`. -/
def pairDensity (p : X → ℝ) (q : Y → ℝ) (b : I → X → ℝ) (d : J → Y → ℝ)
    (c : I → J → ℝ) (x : X) (y : Y) : ℝ :=
  p x * q y * (1 + corr b d c x y)
```

The next two definitions are $w_{ij}$ and $E_0$.

```lean
/-- The interaction `V` averaged with the product density and a pair of modes. -/
def coupling (p : X → ℝ) (q : Y → ℝ) (V : X → Y → ℝ) (b : I → X → ℝ) (d : J → Y → ℝ)
    (i : I) (j : J) : ℝ :=
  ∑ x, ∑ y, p x * q y * b i x * d j y * V x y

/-- The interaction energy of the two unperturbed densities. -/
def meanField (p : X → ℝ) (q : Y → ℝ) (V : X → Y → ℝ) : ℝ :=
  ∑ x, ∑ y, p x * q y * V x y
```

In `gradEnergy`, the weight `k` acts on ordered pairs, so a symmetric bond is counted twice. The weights are free data: nothing ties them to the density or to a lattice spacing.

```lean
/-- The discrete gradient energy of `g` in its first variable, with weights `k` on pairs of
sites, averaged over the second variable with density `q`. -/
def gradEnergy (q : Y → ℝ) (k : X × X → ℝ) (g : X → Y → ℝ) : ℝ :=
  ∑ y, q y * ∑ z, k z * (g z.1 y - g z.2 y) ^ 2
```

The function `energy` is $E(c)$. It contains no internal energies of the separate fragments beyond the kinetic cost of correlation.

```lean
/-- The interaction energy of the pair density plus the kinetic cost of correlation, which is
one eighth of the gradient energy of the correlation factor in both variables. -/
def energy (p : X → ℝ) (q : Y → ℝ) (k : X × X → ℝ) (l : Y × Y → ℝ) (V : X → Y → ℝ)
    (b : I → X → ℝ) (d : J → Y → ℝ) (c : I → J → ℝ) : ℝ :=
  (∑ x, ∑ y, pairDensity p q b d c x y * V x y) +
    (gradEnergy q k (corr b d c) + gradEnergy p l (fun y x => corr b d c x y)) / 8
```

The optimal amplitudes have their own name, `response`.

```lean
/-- The amplitudes `-4 w_ij / (t_i + s_j)`. -/
def response (w : I → J → ℝ) (t : I → ℝ) (s : J → ℝ) (i : I) (j : J) : ℝ :=
  -4 * w i j / (t i + s j)
```

## Fixed marginals and positivity

Exchanging the fragments transposes the amplitudes. This lemma lets each one-sided result serve for both fragments.

```lean
omit [Fintype X] [Fintype Y] in
/-- Exchanging the two fragments transposes the amplitudes. -/
theorem corr_swap (b : I → X → ℝ) (d : J → Y → ℝ) (c : I → J → ℝ) (x : X) (y : Y) :
    corr b d c x y = corr d b (fun j i => c i j) y x := by
  unfold corr
  rw [Finset.sum_comm]
  exact sum_congr rfl fun j _ => sum_congr rfl fun i _ => by ring
```

The proof of `marginal` first shows that the $q$-average of $C$ over $y$ vanishes, by moving the sum over sites inside and using `hd`. Only the total weight and the zero means of the second fragment are needed.

```lean
omit [Fintype X] in
/-- If `q` has total weight one and the modes `d_j` have zero mean, summing the pair density
over the second fragment returns `p`, whatever the amplitudes. -/
theorem marginal (p : X → ℝ) (q : Y → ℝ) (b : I → X → ℝ) (d : J → Y → ℝ)
    (hq : ∑ y, q y = 1) (hd : ∀ j, ∑ y, q y * d j y = 0) (c : I → J → ℝ) (x : X) :
    ∑ y, pairDensity p q b d c x y = p x := by
  have h : ∑ y, q y * corr b d c x y = 0 := by
    simp only [corr, Finset.mul_sum]
    rw [Finset.sum_comm]
    refine sum_eq_zero fun i _ => ?_
    rw [Finset.sum_comm]
    refine sum_eq_zero fun j _ => ?_
    calc ∑ y, q y * (c i j * b i x * d j y) = c i j * b i x * ∑ y, q y * d j y := by
          rw [Finset.mul_sum]
          exact sum_congr rfl fun y _ => by ring
      _ = 0 := by rw [hd j, mul_zero]
  calc ∑ y, pairDensity p q b d c x y = p x * (∑ y, q y + ∑ y, q y * corr b d c x y) := by
        rw [← Finset.sum_add_distrib, Finset.mul_sum]
        exact sum_congr rfl fun y _ => by unfold pairDensity; ring
    _ = p x := by rw [hq, h]; ring
```

The positivity result follows the argument above: `hK` bounds each $|K(x,y)|$ by the total $M$, while `hw` and `hs` express linearity in $g$. It does not assume the mode relations or $t_i+s_j>0$; its amplitudes are those of the minimum when these conditions hold.

```lean
/-- For nonnegative densities and a sufficiently weak interaction `g V`, the pair density with
the amplitudes `-4 w_ij / (t_i + s_j)` is nonnegative everywhere. -/
theorem weak_coupling_nonneg (p : X → ℝ) (q : Y → ℝ) (V : X → Y → ℝ) (b : I → X → ℝ)
    (d : J → Y → ℝ) (t : I → ℝ) (s : J → ℝ) (hp : ∀ x, 0 ≤ p x) (hq : ∀ y, 0 ≤ q y) :
    ∃ g₀ > 0, ∀ g : ℝ, |g| ≤ g₀ → ∀ x y,
      0 ≤ pairDensity p q b d
        (response (coupling p q (fun x y => g * V x y) b d) t s) x y := by
  let K : X → Y → ℝ := corr b d (response (coupling p q V b d) t s)
  have hK : ∀ x y, |K x y| ≤ ∑ x, ∑ y, |K x y| := fun x y =>
    (Finset.single_le_sum (f := fun y => |K x y|) (fun _ _ => abs_nonneg _)
      (mem_univ y)).trans
    (Finset.single_le_sum (f := fun x => ∑ y, |K x y|)
      (fun _ _ => sum_nonneg fun _ _ => abs_nonneg _) (mem_univ x))
  have hM : 0 ≤ ∑ x, ∑ y, |K x y| := sum_nonneg fun _ _ => sum_nonneg fun _ _ => abs_nonneg _
  generalize (∑ x, ∑ y, |K x y|) = M at hK hM
  have hpos : 0 < 1 / (M + 1) := one_div_pos.mpr (by linarith)
  refine ⟨1 / (M + 1), hpos, fun g hg x y => ?_⟩
  -- the amplitudes are linear in the interaction
  have hw : ∀ i j, coupling p q (fun x y => g * V x y) b d i j
      = g * coupling p q V b d i j := fun i j => by
    simp only [coupling, Finset.mul_sum]
    exact sum_congr rfl fun x _ => sum_congr rfl fun y _ => by ring
  have hs : corr b d (response (coupling p q (fun x y => g * V x y) b d) t s) x y
      = g * K x y := by
    simp only [K, corr, response, hw, Finset.mul_sum]
    exact sum_congr rfl fun i _ => sum_congr rfl fun j _ => by ring
  have hb : |g * K x y| ≤ 1 := by
    rw [abs_mul]
    calc |g| * |K x y| ≤ 1 / (M + 1) * (M + 1) :=
          mul_le_mul hg ((hK x y).trans (by linarith)) (abs_nonneg _) hpos.le
      _ = 1 := one_div_mul_cancel (by linarith)
  unfold pairDensity
  rw [hs]
  exact mul_nonneg (mul_nonneg (hp x) (hq y)) (by linarith [(abs_le.mp hb).1])
```

## Reducing the energy to squares

The structure `Modes` collects the relations for one fragment. It requires neither $p\ge0$ nor a complete set of modes, so the minimum is taken within the span of the chosen products $b_id_j$.

```lean
variable [DecidableEq I] [DecidableEq J]

/-- Modes `b_i` of a fragment with density `p`: zero mean, orthonormal in `p`, and diagonal in
the gradient form with weights `k`, with stiffnesses `t_i`. -/
structure Modes (p : X → ℝ) (k : X × X → ℝ) (b : I → X → ℝ) (t : I → ℝ) : Prop where
  total : ∑ x, p x = 1
  mean : ∀ i, ∑ x, p x * b i x = 0
  ortho : ∀ i j, ∑ x, p x * (b i x * b j x) = if i = j then 1 else 0
  stiff : ∀ i j, ∑ z, k z * ((b i z.1 - b i z.2) * (b j z.1 - b j z.2)) =
    if i = j then t i else 0
```

The following lemma is the removal of cross terms: expand the square, exchange sums and apply orthogonality.

```lean
/-- A weighted sum of squares of a superposition of orthogonal functions has no cross terms. -/
theorem sum_sq_of_orthogonal (m : X → ℝ) (f : I → X → ℝ) (t a : I → ℝ)
    (h : ∀ i j, ∑ z, m z * (f i z * f j z) = if i = j then t i else 0) :
    ∑ z, m z * (∑ i, a i * f i z) ^ 2 = ∑ i, a i ^ 2 * t i := by
  calc _ = ∑ z, ∑ i, ∑ j, a i * a j * (m z * (f i z * f j z)) := by
        refine sum_congr rfl fun z _ => ?_
        rw [sq, Finset.sum_mul_sum, Finset.mul_sum]
        refine sum_congr rfl fun i _ => ?_
        rw [Finset.mul_sum]
        exact sum_congr rfl fun j _ => by ring
    _ = ∑ i, ∑ j, a i * a j * ∑ z, m z * (f i z * f j z) := by
        rw [Finset.sum_comm]
        refine sum_congr rfl fun i _ => ?_
        rw [Finset.sum_comm]
        exact sum_congr rfl fun j _ => by rw [Finset.mul_sum]
    _ = _ := by
        refine sum_congr rfl fun i _ => ?_
        simp only [h, mul_ite, mul_zero, Finset.sum_ite_eq, Finset.mem_univ, if_true]
        ring
```

It is used twice in `gradEnergy_corr`, first with the differences $b_i(x)-b_i(x')$ and weights `k`, then with the functions $d_j$ and weights `q`.

```lean
variable {p : X → ℝ} {q : Y → ℝ} {k : X × X → ℝ} {l : Y × Y → ℝ}
  {b : I → X → ℝ} {d : J → Y → ℝ} {t : I → ℝ} {s : J → ℝ}

/-- The gradient energy of the correlation factor in the first fragment is
`∑ c_ij² t_i`. -/
theorem gradEnergy_corr (hb : Modes p k b t) (hd : Modes q l d s) (c : I → J → ℝ) :
    gradEnergy q k (corr b d c) = ∑ i, ∑ j, c i j ^ 2 * t i := by
  have h1 : ∀ y, ∑ z, k z * (corr b d c z.1 y - corr b d c z.2 y) ^ 2
      = ∑ i, (∑ j, c i j * d j y) ^ 2 * t i := fun y => by
    rw [← sum_sq_of_orthogonal k (fun i z => b i z.1 - b i z.2) t _ hb.stiff]
    refine sum_congr rfl fun z _ => ?_
    congr 2
    unfold corr
    rw [← Finset.sum_sub_distrib]
    refine sum_congr rfl fun i _ => ?_
    rw [← Finset.sum_sub_distrib, Finset.sum_mul]
    exact sum_congr rfl fun j _ => by ring
  unfold gradEnergy
  simp only [h1]
  calc _ = ∑ i, (∑ y, q y * (∑ j, c i j * d j y) ^ 2) * t i := by
        simp_rw [Finset.mul_sum (s := (univ : Finset I))]
        rw [Finset.sum_comm]
        refine sum_congr rfl fun i _ => ?_
        rw [Finset.sum_mul]
        exact sum_congr rfl fun y _ => by ring
    _ = _ := by
        refine sum_congr rfl fun i _ => ?_
        rw [sum_sq_of_orthogonal q d (fun _ => 1) (c i) hd.ortho, Finset.sum_mul]
        exact sum_congr rfl fun j _ => by ring
```

The interaction energy needs no property of the modes, only distributivity and repeated use of `Finset.sum_comm`.

```lean
omit [DecidableEq I] [DecidableEq J] in
/-- The interaction energy of the pair density is its mean-field value plus
`∑ c_ij w_ij`. -/
theorem interaction_eq (V : X → Y → ℝ) (c : I → J → ℝ) :
    ∑ x, ∑ y, pairDensity p q b d c x y * V x y
      = meanField p q V + ∑ i, ∑ j, c i j * coupling p q V b d i j := by
  have h : ∀ x y, pairDensity p q b d c x y * V x y = p x * q y * V x y
      + ∑ i, ∑ j, c i j * (p x * q y * b i x * d j y * V x y) := fun x y => by
    simp only [pairDensity, corr, mul_add, add_mul, mul_one, Finset.mul_sum, Finset.sum_mul]
    congr 1
    exact sum_congr rfl fun i _ => sum_congr rfl fun j _ => by ring
  simp only [h, Finset.sum_add_distrib, meanField, coupling, Finset.mul_sum]
  congr 1
  -- move the sums over modes outside the sums over sites
  calc _ = ∑ x, ∑ i, ∑ j, ∑ y, c i j * (p x * q y * b i x * d j y * V x y) :=
        sum_congr rfl fun x _ => by
          rw [Finset.sum_comm]
          exact sum_congr rfl fun i _ => Finset.sum_comm
    _ = _ := by
        rw [Finset.sum_comm]
        exact sum_congr rfl fun i _ => Finset.sum_comm
```

In `energy_eq`, the second gradient term is obtained from the first through `corr_swap`, and `hsq` is the completed square for one pair of modes. The positivity hypothesis `hts` supplies the nonzero denominator that `field_simp` uses.

```lean
/-- The energy is the mean-field value, minus `2 ∑ w_ij² / (t_i + s_j)`, plus a weighted sum
of squared deviations of the amplitudes from `-4 w_ij / (t_i + s_j)`. -/
theorem energy_eq (hb : Modes p k b t) (hd : Modes q l d s) (hts : ∀ i j, 0 < t i + s j)
    (V : X → Y → ℝ) (c : I → J → ℝ) :
    energy p q k l V b d c = meanField p q V
      - 2 * ∑ i, ∑ j, coupling p q V b d i j ^ 2 / (t i + s j)
      + ∑ i, ∑ j, (t i + s j) / 8 * (c i j - response (coupling p q V b d) t s i j) ^ 2 := by
  have hswap : (fun y x => corr b d c x y) = corr d b (fun j i => c i j) := by
    funext y x
    exact corr_swap b d c x y
  have h2 : gradEnergy p l (fun y x => corr b d c x y) = ∑ i, ∑ j, c i j ^ 2 * s j := by
    rw [hswap, gradEnergy_corr hd hb, Finset.sum_comm]
  -- complete the square for each pair of modes
  have hsq : ∀ i j, (t i + s j) / 8 * (c i j - response (coupling p q V b d) t s i j) ^ 2
      = c i j * coupling p q V b d i j + (c i j ^ 2 * t i / 8 + c i j ^ 2 * s j / 8)
        + 2 * (coupling p q V b d i j ^ 2 / (t i + s j)) := fun i j => by
    have hne := (hts i j).ne'
    unfold response
    field_simp
    ring
  unfold energy
  rw [interaction_eq, gradEnergy_corr hb hd, h2]
  simp only [hsq, Finset.sum_add_distrib, ← Finset.mul_sum, ← Finset.sum_div]
  ring
```

## The least energy and a four-site fragment

The main theorem states that both marginals are preserved for every `c`, and that the claimed value is the least element of the range of `energy`. `IsLeast` means that some amplitudes attain the value and none go below it. The proof attains it by inserting `response`, which makes all squares in `energy_eq` vanish; the lower bound holds because those squares carry positive coefficients.

The hypothesis `hts` says that correlating any pair of modes costs kinetic energy. For nonnegative weights the stiffnesses are automatically nonnegative, and the hypothesis then asks that at least one mode of each pair be stiff.

```lean
/-- If both fragments satisfy the mode relations and every `t_i + s_j` is positive, the pair density
has marginals `p` and `q` for all amplitudes, and the least energy is the mean-field interaction
minus `2 ∑ w_ij² / (t_i + s_j)`. -/
theorem fixed_density_dispersion (hb : Modes p k b t) (hd : Modes q l d s)
    (hts : ∀ i j, 0 < t i + s j) (V : X → Y → ℝ) :
    (∀ c x, ∑ y, pairDensity p q b d c x y = p x) ∧
    (∀ c y, ∑ x, pairDensity p q b d c x y = q y) ∧
    IsLeast (Set.range (energy p q k l V b d))
      (meanField p q V - 2 * ∑ i, ∑ j, coupling p q V b d i j ^ 2 / (t i + s j)) := by
  refine ⟨marginal p q b d hd.total hd.mean, fun c y => ?_, ?_, ?_⟩
  · rw [← marginal q p d b hb.total hb.mean (fun j i => c i j) y]
    refine sum_congr rfl fun x _ => ?_
    unfold pairDensity
    rw [corr_swap b d c x y]
    ring
  · refine ⟨response (coupling p q V b d) t s, ?_⟩
    rw [energy_eq hb hd hts]
    simp
  · rintro _ ⟨c, rfl⟩
    rw [energy_eq hb hd hts]
    have h : 0 ≤ ∑ i, ∑ j, (t i + s j) / 8 *
        (c i j - response (coupling p q V b d) t s i j) ^ 2 :=
      sum_nonneg fun i _ => sum_nonneg fun j _ =>
        mul_nonneg (div_nonneg (hts i j).le (by norm_num)) (sq_nonneg _)
    linarith
```

An explicit fragment satisfies the mode relations: four sites of density $1/4$, all weights $k=1$, and modes $(1,1,-1,-1)$ and $(1,-1,1,-1)$. Each mode differs by $\pm2$ on eight ordered pairs of sites, which gives the stiffness $8\cdot4=32$. Two such fragments have $t_i+s_j=64$, so the main theorem applies to them with any interaction $V$.

```lean
/-- Four equally occupied sites with uniform gradient weights carry two modes of
stiffness 32. -/
theorem modes_witness :
    Modes (fun _ : Fin 4 => (1 / 4 : ℝ)) (fun _ => 1)
      ![![1, 1, -1, -1], ![1, -1, 1, -1]] (fun _ : Fin 2 => 32) where
  total := by norm_num [Fin.sum_univ_four]
  mean := by
    intro i
    fin_cases i <;> norm_num [Fin.sum_univ_succ]
  ortho := by
    intro i j
    fin_cases i <;> fin_cases j <;> norm_num [Fin.sum_univ_succ]
  stiff := by
    intro i j
    fin_cases i <;> fin_cases j <;> norm_num [Fintype.sum_prod_type, Fin.sum_univ_succ]

end

end FixedDensityDispersion
```

```lean
#print axioms FixedDensityDispersion.weak_coupling_nonneg
-- 'FixedDensityDispersion.weak_coupling_nonneg' depends on axioms: [propext, Classical.choice, Quot.sound]
#print axioms FixedDensityDispersion.fixed_density_dispersion
-- 'FixedDensityDispersion.fixed_density_dispersion' depends on axioms: [propext, Classical.choice, Quot.sound]
```
